# Recursion for the canonical partition sum of free bosons when one mode is added

For non-interacting bosons in a finite set of modes, the canonical partition sum Z(N) adds up the Boltzmann factors of all ways to distribute N particles over the modes. The lemma says what happens when a new mode a, of energy e_a, is added to a set s: Z_{s∪{a}}(N+1) = Z_s(N+1) + exp(−βe_a) Z_{s∪{a}}(N). It holds for every real β and all real mode energies. The proof splits the occupations by whether a is empty. The empty ones give the first term, and removing one boson from a matches the others one to one with the N-particle occupations in the second term.

As first written in Lean, the proof fails:

```lean
import Mathlib

open Filter Topology

namespace BosonSumInsert

noncomputable section

variable {ι : Type*} [DecidableEq ι] (β : ℝ) (e : ι → ℝ) {s : Finset ι} {a b : ι}

/-- The Boltzmann weight `exp (-β e_j)` of one particle in mode `j`. -/
def weight (j : ι) : ℝ := Real.exp (-β * e j)

/-- The canonical partition sum of `N` bosons in the modes `s`: a sum over all occupation
numbers `n` with total `N`, each weighted by the Boltzmann factor of its energy. -/
def bosonSum (s : Finset ι) (N : ℕ) : ℝ :=
  ∑ n ∈ s.piAntidiag N, Real.exp (-β * ∑ j ∈ s, (n j : ℝ) * e j)

/-- Adding a new mode `a`: either it stays empty, or one boson can be taken out of it at the
price of one Boltzmann weight. -/
theorem bosonSum_insert (ha : a ∉ s) (N : ℕ) :
    bosonSum β e (insert a s) (N + 1)
      = bosonSum β e s (N + 1) + weight β e a * bosonSum β e (insert a s) N := by
  have hne : ∀ j ∈ s, j ≠ a := fun j hj h => ha (h ▸ hj)
  have hupd : ∀ (n : ι → ℕ) (m : ℕ), ∑ j ∈ s, Function.update n a m j = ∑ j ∈ s, n j :=
    fun n m => Finset.sum_congr rfl fun j hj => by rw [Function.update_of_ne (hne j hj)]
  have hupdE : ∀ (n : ι → ℕ) (m : ℕ),
      ∑ j ∈ s, ((Function.update n a m j : ℕ) : ℝ) * e j = ∑ j ∈ s, (n j : ℝ) * e j :=
    fun n m => Finset.sum_congr rfl fun j hj => by rw [Function.update_of_ne (hne j hj)]
  unfold bosonSum
  rw [← Finset.sum_filter_add_sum_filter_not ((insert a s).piAntidiag (N + 1))
    (fun n => n a = 0)]
  congr 1
  · -- mode `a` is empty
    refine Finset.sum_congr ?_ ?_
    · ext n
      simp only [Finset.mem_filter, Finset.mem_piAntidiag, Finset.sum_insert ha,
        Finset.mem_insert]
      constructor
      · rintro ⟨⟨h1, h2⟩, h3⟩
        refine ⟨by omega, fun i hi => ?_⟩
        rcases h2 i hi with h | h
        · exact absurd (h ▸ h3) hi
        · exact h
      · rintro ⟨h1, h2⟩
        have h3 : n a = 0 := by
          by_contra h
          exact ha (h2 a h)
        exact ⟨⟨by omega, fun i hi => Or.inr (h2 i hi)⟩, h3⟩
    · intro n hn
      have h3 : n a = 0 := by
        by_contra h
        exact ha ((Finset.mem_piAntidiag.1 hn).2 a h)
      rw [Finset.sum_insert ha, h3]
      simp
  · -- mode `a` is occupied: remove one boson from it
    rw [Finset.mul_sum]
    refine Finset.sum_nbij' (fun n => Function.update n a (n a - 1))
      (fun n => Function.update n a (n a + 1)) ?_ ?_ ?_ ?_ ?_
    · intro n hn
      simp only [Finset.mem_filter, Finset.mem_piAntidiag, Finset.sum_insert ha] at hn ⊢
      obtain ⟨⟨h1, h2⟩, h3⟩ := hn
      refine ⟨by simp only [Function.update_self, hupd]; omega, fun i hi => ?_⟩
      by_cases hia : i = a
      · exact hia ▸ Finset.mem_insert_self i s
      · rw [Function.update_of_ne hia] at hi
        exact h2 i hi
    · intro n hn
      simp only [Finset.mem_filter, Finset.mem_piAntidiag, Finset.sum_insert ha] at hn ⊢
      obtain ⟨h1, h2⟩ := hn
      refine ⟨⟨by simp only [Function.update_self, hupd]; omega, fun i hi => ?_⟩,
        by simp only [Function.update_self]; omega⟩
      by_cases hia : i = a
      · exact hia ▸ Finset.mem_insert_self i s
      · rw [Function.update_of_ne hia] at hi
        exact h2 i hi
    · intro n hn
      have h3 : n a ≠ 0 := (Finset.mem_filter.1 hn).2
      simp only [Function.update_self, Function.update_idem]
      rw [Nat.sub_add_cancel (Nat.one_le_iff_ne_zero.2 h3), Function.update_eq_self]
    · intro n _
      simp
    · intro n hn
      have h3 : n a ≠ 0 := (Finset.mem_filter.1 hn).2
      have hc : ((n a - 1 : ℕ) : ℝ) = (n a : ℝ) - 1 := by
        rw [Nat.cast_sub (Nat.one_le_iff_ne_zero.2 h3), Nat.cast_one]
      simp only [weight, Finset.sum_insert ha, hupdE, Function.update_self]
      rw [hc, ← Real.exp_add]
      congr 1
      ring

end

end BosonSumInsert
```

Messages:

```
Main.lean:41:19: error: omega could not prove the goal:
a possible counterexample may satisfy the constraints
  c ≥ 0
  b ≥ 0
  b - c ≥ 0
where
 b := ↑N
 c := ↑(s.sum n)
Main.lean:49:19: error: omega could not prove the goal:
a possible counterexample may satisfy the constraints
  c ≥ 0
  b ≥ 0
  b - c ≥ 0
where
 b := ↑N
 c := ↑(∑ x ∈ s, n x)
```

As a diff, the version that Lean accepts:

```diff
@@ -31,5 +31,5 @@
   rw [← Finset.sum_filter_add_sum_filter_not ((insert a s).piAntidiag (N + 1))
     (fun n => n a = 0)]
-  congr 1
+  refine congrArg₂ (· + ·) ?_ ?_
   · -- mode `a` is empty
     refine Finset.sum_congr ?_ ?_
@@ -39,5 +39,5 @@
       constructor
       · rintro ⟨⟨h1, h2⟩, h3⟩
-        refine ⟨by omega, fun i hi => ?_⟩
+        refine ⟨by rw [h3, zero_add] at h1; exact h1, fun i hi => ?_⟩
         rcases h2 i hi with h | h
         · exact absurd (h ▸ h3) hi
@@ -47,5 +47,5 @@
           by_contra h
           exact ha (h2 a h)
-        exact ⟨⟨by omega, fun i hi => Or.inr (h2 i hi)⟩, h3⟩
+        exact ⟨⟨by rw [h3, zero_add]; exact h1, fun i hi => Or.inr (h2 i hi)⟩, h3⟩
     · intro n hn
       have h3 : n a = 0 := by
@@ -87,5 +87,5 @@
       simp only [weight, Finset.sum_insert ha, hupdE, Function.update_self]
       rw [hc, ← Real.exp_add]
-      congr 1
+      refine congrArg Real.exp ?_
       ring
 
```

Both errors are in the part where mode `a` is empty, one for each direction of the equivalence between the two descriptions of the occupations. The particle count over `s` appears there in two forms, `s.sum n` and `∑ x ∈ s, n x`. The second is the sum of `fun x => n x`, which is the same function as `n` by definition, but `omega` takes the two sums for unrelated unknowns. Knowing that one equals `N + 1` then tells it nothing about the other, and its counterexample lets the sum in the goal be at most `N`.

The repair uses `h3` and `zero_add` to remove the zero occupation of `a`, in `h1` the first time and in the goal the second. What remains is the same equation in the two forms, and `exact h1` accepts it because it compares them by definition.

The two replacements of `congr 1` by explicit `congrArg₂` and `congrArg` steps are tidying; neither error came from there.
